# Energy curvature of non-interacting electrons under occupied–virtual orbital rotations

Take non-interacting electrons in a finite set of real orthonormal eigenorbitals of a fixed one-particle Hamiltonian, with one electron in each occupied orbital. The occupied levels are \(e_i\) and the virtual levels \(e_a\). Rotate the occupied orbitals into the virtual ones, with real amplitudes \(tX_{ai}\) to first order in \(t\). The energy \(E(t)\) is then stationary at \(t=0\), and its curvature is

\[
E''(0)=2\sum_{i,a}(e_a-e_i)X_{ai}^2 .
\]

If there is at least one level of each kind, then

\[
2\min_{a,i}(e_a-e_i)\sum_{i,a}X_{ai}^2\;\le\;E''(0)\;\le\;2\max_{a,i}(e_a-e_i)\sum_{i,a}X_{ai}^2 .
\]

In Car–Parrinello dynamics this curvature supplies the restoring force on the orbitals, as long as the one-particle Hamiltonian is held fixed. With a fictitious kinetic energy \(\tfrac{\mu}{2}\sum\dot X_{ai}^2\), where \(\mu\) is the fictitious mass parameter (an energy times a time squared, since the amplitudes are dimensionless), small oscillations have \(\omega_{ai}=\sqrt{2(e_a-e_i)/\mu}\) when the level difference is positive. That frequency is an inference from the curvature; the code below contains neither \(\mu\) nor any equation of motion. In a Kohn–Sham calculation the Hamiltonian also changes with the orbitals, which adds a response term to the curvature that is absent here.

## Orbitals, levels and the rotated energy

The finite types `o` and `v` label the occupied and virtual orbitals, and their disjoint sum `o ⊕ v` labels the whole basis. A matrix norm is fixed so that the exponential can be differentiated; in finite dimension its choice does not affect the derivatives.

```lean
import Mathlib

open Matrix

namespace CarParrinelloCurvature

noncomputable section

attribute [local instance] Matrix.linftyOpNormedRing Matrix.linftyOpNormedAlgebra

variable {o v : Type*} [Fintype o] [DecidableEq o] [Fintype v] [DecidableEq v]
```

In the basis of its eigenvectors the one-particle Hamiltonian \(H\) is diagonal. The functions `eo` and `ev` give the levels \(e_i\) and \(e_a\); `ev` has nothing to do with electronvolts. No ordering of the levels is assumed.

```lean
/-- The one-particle Hamiltonian, diagonal with occupied levels `eo` and virtual levels `ev`. -/
def hamiltonian (eo : o → ℝ) (ev : v → ℝ) : Matrix (o ⊕ v) (o ⊕ v) ℝ :=
  diagonal (Sum.elim eo ev)
```

The projector \(P\) on the occupied orbitals is the identity on the occupied block and zero elsewhere. Each occupied orbital holds one electron; double occupation would multiply the total energy and its curvature by two, with the levels unchanged.

```lean
/-- The projector on the occupied orbitals. -/
def occProj (o v : Type*) [DecidableEq o] : Matrix (o ⊕ v) (o ⊕ v) ℝ :=
  fromBlocks 1 0 0 0
```

The rotation is generated by the antisymmetric matrix

\[
K=\begin{pmatrix}0&-X^{T}\\ X&0\end{pmatrix}.
\]

The first index of \(X_{ai}\), written `X a i`, is the virtual one.

```lean
/-- The antisymmetric generator of orbital rotations with virtual-occupied block `X`. -/
def generator (X : Matrix v o ℝ) : Matrix (o ⊕ v) (o ⊕ v) ℝ :=
  fromBlocks 0 (-Xᵀ) X 0
```

Since \(K\) is antisymmetric, \(e^{tK}\) is orthogonal and keeps the orbitals orthonormal. The sum of the energies of the rotated occupied orbitals is

\[
E(t)=\operatorname{tr}\!\left(Pe^{-tK}He^{tK}\right).
\]

The definition uses the full matrix exponential, without truncation in \(t\).

```lean
/-- The energy `tr (P exp(-tK) H exp(tK))` along the orbital rotation generated by `X`. -/
def energy (eo : o → ℝ) (ev : v → ℝ) (X : Matrix v o ℝ) (t : ℝ) : ℝ :=
  trace (occProj o v * (NormedSpace.exp (-(t • generator X)) * hamiltonian eo ev *
    NormedSpace.exp (t • generator X)))
```

Three abbreviations serve the later steps. The first is the block \(G\) with entries \(G_{ai}=(e_a-e_i)X_{ai}\).

```lean
/-- The block `X` with each entry multiplied by its level difference `e_a - e_i`. -/
def gapScaled (eo : o → ℝ) (ev : v → ℝ) (X : Matrix v o ℝ) : Matrix v o ℝ :=
  Matrix.of fun a i => (ev a - eo i) * X a i
```

The other two are the extreme level differences. The smallest is the lowest virtual level minus the highest occupied one. It is signed, so `minGap` is negative when some virtual level lies below an occupied level.

```lean
/-- The smallest virtual-occupied level difference, for nonempty sets of levels. -/
def minGap (eo : o → ℝ) (ev : v → ℝ) : ℝ := ⨅ p : v × o, (ev p.1 - eo p.2)
```

The largest is the highest virtual level minus the lowest occupied one. If either set of orbitals is empty, Lean gives both quantities the value zero, and the bounds reduce to \(0\le0\le0\).

```lean
/-- The largest virtual-occupied level difference, for nonempty sets of levels. -/
def maxGap (eo : o → ℝ) (ev : v → ℝ) : ℝ := ⨆ p : v × o, (ev p.1 - eo p.2)
```

Finally, `excitation b j` is the block \(X\) with a single entry 1, at virtual \(b\) and occupied \(j\). It specifies an orbital rotation, not an excited many-electron state, and has \(\sum X_{ai}^2=1\).

```lean
/-- The rotation block that mixes only the occupied orbital `j` with the virtual orbital `b`, with
amplitude 1. -/
def excitation (b : v) (j : o) : Matrix v o ℝ :=
  Matrix.of fun a i => if a = b then (if i = j then 1 else 0) else 0
```

## Differentiation produces a commutator

For any fixed square matrix \(A\), the product rule gives

\[
\frac{d}{dt}\,e^{-tK}Ae^{tK}
=e^{-tK}(-K)Ae^{tK}+e^{-tK}AKe^{tK}
=e^{-tK}(AK-KA)e^{tK}.
\]

Multiplying by \(P\) and taking the trace are linear operations, so they commute with the derivative. The statement `HasDerivAt f c t` says that \(f\) is differentiable at \(t\) with derivative \(c\).

In the proof, `h1` and `h2` differentiate the two exponentials, `h3` is the product rule, and `h4` applies the linear map \(M\mapsto\operatorname{tr}(PM)\). The result holds at every \(t\), which allows it to be applied a second time.

```lean
/-- For real square matrices `P`, `A` and `K`, differentiating `tr (P exp(-tK) A exp(tK))` with
respect to `t` replaces `A` by the commutator `AK - KA`. -/
theorem hasDerivAt_rotated {n : Type*} [Fintype n] [DecidableEq n]
    (P A K : Matrix n n ℝ) (t : ℝ) :
    HasDerivAt (fun s : ℝ => trace (P * (NormedSpace.exp (-(s • K)) * A *
        NormedSpace.exp (s • K))))
      (trace (P * (NormedSpace.exp (-(t • K)) * (A * K - K * A) *
        NormedSpace.exp (t • K)))) t := by
  have h1 := hasDerivAt_exp_smul_const' (𝕂 := ℝ) K t
  have h2 := hasDerivAt_exp_smul_const (𝕂 := ℝ) (-K) t
  simp only [smul_neg] at h2
  -- product rule for the rotated operator, then the continuous linear map `M ↦ tr (P M)`
  have h3 := (h2.mul_const A).fun_mul h1
  let L : Matrix n n ℝ →ₗ[ℝ] ℝ :=
    (Matrix.traceLinearMap n ℝ ℝ).comp (LinearMap.mulLeft ℝ P)
  have h4 := (LinearMap.toContinuousLinearMap L).hasFDerivAt.comp_hasDerivAt t h3
  refine HasDerivAt.congr_deriv h4 ?_
  change trace (P * _) = trace (P * _)
  congr 2
  simp only [mul_sub, sub_mul, mul_neg, neg_mul, mul_assoc]
  exact neg_add_eq_sub _ _
```

## The first derivative vanishes

With \(A=H\), the occupied–occupied and virtual–virtual blocks of the commutator are zero, because \(K\) has no such blocks and \(H\) is diagonal. The remaining entries are

\[
(HK-KH)_{ai}=e_aX_{ai}-X_{ai}e_i=G_{ai},
\]
\[
(HK-KH)_{ia}=-e_iX_{ai}+X_{ai}e_a=G_{ai}.
\]

Hence

\[
HK-KH=\begin{pmatrix}0&G^{T}\\ G&0\end{pmatrix}.
\]

The proof compares entries and splits both indices into occupied and virtual, which gives these four blocks.

```lean
/-- The commutator of the Hamiltonian with the generator has only virtual-occupied blocks,
with entries `(e_a - e_i) X_ai`. -/
theorem commutator_eq (eo : o → ℝ) (ev : v → ℝ) (X : Matrix v o ℝ) :
    hamiltonian eo ev * generator X - generator X * hamiltonian eo ev =
      fromBlocks 0 (gapScaled eo ev X)ᵀ (gapScaled eo ev X) 0 := by
  ext p q
  rw [Matrix.sub_apply, hamiltonian, Matrix.diagonal_mul, Matrix.mul_diagonal]
  rcases p with i | a <;> rcases q with j | b <;>
    simp [generator, gapScaled] <;> ring
```

At \(t=0\) the exponentials are identities, and \(P\) selects the occupied block of the commutator, which is zero:

\[
E'(0)=\operatorname{tr}\!\left(P(HK-KH)\right)=0 .
\]

```lean
/-- The energy is stationary at `t = 0` along every virtual-occupied rotation. -/
theorem energy_stationary (eo : o → ℝ) (ev : v → ℝ) (X : Matrix v o ℝ) :
    HasDerivAt (energy eo ev X) 0 0 := by
  refine HasDerivAt.congr_deriv
    (hasDerivAt_rotated (occProj o v) (hamiltonian eo ev) (generator X) 0) ?_
  rw [commutator_eq]
  simp [occProj, fromBlocks_multiply, trace, Fintype.sum_sum_type, NormedSpace.exp_zero]
```

Stationarity fails if \(H\) couples occupied to virtual orbitals. Take one orbital of each kind, a coupling \(h\neq0\) and \(X=x\neq0\); here \(e_i\) and \(e_a\) are only the diagonal elements of \(H\), no longer its eigenvalues. Then

\[
H=\begin{pmatrix}e_i&h\\ h&e_a\end{pmatrix},\qquad
K=\begin{pmatrix}0&-x\\ x&0\end{pmatrix},\qquad
E'(0)=2hx\neq0 .
\]

## The second derivative weights each amplitude by its level difference

Write \(C=HK-KH\). Applying the commutator rule again, now with \(A=C\), gives

\[
E''(0)=\operatorname{tr}\!\left(P(CK-KC)\right).
\]

The occupied block of \(CK\) is \(G^TX\), and that of \(KC\) is \(-X^TG\). Therefore

\[
E''(0)=\operatorname{tr}(G^TX)+\operatorname{tr}(X^TG)
=2\sum_{i,a}G_{ai}X_{ai}
=2\sum_{i,a}(e_a-e_i)X_{ai}^2 .
\]

In Lean the function being differentiated is `deriv (energy eo ev X)`, the first derivative of the energy. The step `hd` identifies it for all \(t\), `key` evaluates the occupied trace of the double commutator, and the last lines expand the traces into sums.

```lean
/-- The second derivative of the energy at `t = 0` is `2 ∑ (e_a - e_i) X_ai²`. -/
theorem energy_curvature (eo : o → ℝ) (ev : v → ℝ) (X : Matrix v o ℝ) :
    HasDerivAt (deriv (energy eo ev X))
      (2 * ∑ i, ∑ a, (ev a - eo i) * X a i ^ 2) 0 := by
  have hd : deriv (energy eo ev X) = fun t : ℝ =>
      trace (occProj o v * (NormedSpace.exp (-(t • generator X)) *
        (hamiltonian eo ev * generator X - generator X * hamiltonian eo ev) *
        NormedSpace.exp (t • generator X))) :=
    funext fun t =>
      (hasDerivAt_rotated (occProj o v) (hamiltonian eo ev) (generator X) t).deriv
  rw [hd]
  refine HasDerivAt.congr_deriv (hasDerivAt_rotated (occProj o v) _ (generator X) 0) ?_
  rw [commutator_eq]
  have tr : ∀ M : Matrix o o ℝ,
      trace (fromBlocks M 0 0 (0 : Matrix v v ℝ)) = trace M := by
    intro M
    simp [trace, Fintype.sum_sum_type]
  -- the occupied block of the double commutator
  have key : trace (occProj o v *
      (fromBlocks 0 (gapScaled eo ev X)ᵀ (gapScaled eo ev X) 0 * generator X -
        generator X * fromBlocks 0 (gapScaled eo ev X)ᵀ (gapScaled eo ev X) 0)) =
      trace ((gapScaled eo ev X)ᵀ * X) + trace (Xᵀ * gapScaled eo ev X) := by
    simp [occProj, generator, mul_sub, fromBlocks_multiply, tr]
  simp only [zero_smul, neg_zero, NormedSpace.exp_zero, one_mul, mul_one]
  rw [key]
  simp only [trace, diag_apply, Matrix.mul_apply, transpose_apply, gapScaled, of_apply,
    ← Finset.sum_add_distrib, Finset.mul_sum]
  exact Finset.sum_congr rfl fun i _ => Finset.sum_congr rfl fun a _ => by ring
```

The smallest nontrivial case can be checked in closed form. For one occupied and one virtual orbital with \(X=x\), \(e^{tK}\) is a plane rotation by the angle \(tx\), so

\[
E(t)=e_i\cos^2(tx)+e_a\sin^2(tx)=e_i+(e_a-e_i)\sin^2(tx).
\]

Its curvature at zero is \(2(e_a-e_i)x^2\), and the lower and upper bounds coincide.

## Bounds from the extreme level differences

Each level difference lies between the smallest and the largest. Multiplying by \(X_{ai}^2\ge0\) preserves the inequalities:

\[
\min_{b,j}(e_b-e_j)\,X_{ai}^2\le(e_a-e_i)X_{ai}^2\le\max_{b,j}(e_b-e_j)\,X_{ai}^2 .
\]

Summing over all pairs and doubling gives the bounds. For amplitudes normalised to \(\sum X_{ai}^2=1\), they are simply twice the extreme level differences. The proof makes the same comparison term by term; finiteness of the set of pairs ensures that the infimum and supremum bound every difference.

```lean
/-- The curvature of the energy at `t = 0` lies between twice the smallest and twice the largest
level difference, times `∑ X_ai²`. -/
theorem curvature_bounds (eo : o → ℝ) (ev : v → ℝ) (X : Matrix v o ℝ) :
    2 * minGap eo ev * ∑ i, ∑ a, X a i ^ 2 ≤ deriv (deriv (energy eo ev X)) 0 ∧
    deriv (deriv (energy eo ev X)) 0 ≤ 2 * maxGap eo ev * ∑ i, ∑ a, X a i ^ 2 := by
  rw [(energy_curvature eo ev X).deriv]
  simp only [Finset.mul_sum]
  constructor
  · refine Finset.sum_le_sum fun i _ => Finset.sum_le_sum fun a _ => ?_
    have h : minGap eo ev ≤ ev a - eo i :=
      ciInf_le (f := fun p : v × o => ev p.1 - eo p.2) (Set.finite_range _).bddBelow (a, i)
    nlinarith [mul_le_mul_of_nonneg_right h (sq_nonneg (X a i))]
  · refine Finset.sum_le_sum fun i _ => Finset.sum_le_sum fun a _ => ?_
    have h : ev a - eo i ≤ maxGap eo ev :=
      le_ciSup (f := fun p : v × o => ev p.1 - eo p.2) (Set.finite_range _).bddAbove (a, i)
    nlinarith [mul_le_mul_of_nonneg_right h (sq_nonneg (X a i))]
```

When only the pair \((b,j)\) is mixed, with amplitude 1, a single term of the curvature sum survives:

\[
E''(0)=2(e_b-e_j).
\]

```lean
/-- Mixing a single occupied orbital `j` with a single virtual orbital `b`, with amplitude 1, gives
the energy curvature `2 (e_b - e_j)` at `t = 0`. -/
theorem curvature_excitation (eo : o → ℝ) (ev : v → ℝ) (b : v) (j : o) :
    deriv (deriv (energy eo ev (excitation b j))) 0 = 2 * (ev b - eo j) := by
  rw [(energy_curvature eo ev _).deriv]
  simp [excitation, ite_pow]
```

A finite nonempty set of level differences has a smallest and a largest member. Choosing \((b,j)\) to be a pair that realises one of them attains the corresponding bound, since the single amplitude is normalised. The two `Nonempty` hypotheses guarantee that there is a pair to choose.

```lean
/-- With at least one occupied and one virtual level, both bounds on the curvature at `t = 0`, for
amplitudes with `∑ X_ai² = 1`, are attained by rotations that mix a single pair of orbitals. -/
theorem curvature_bounds_sharp [Nonempty o] [Nonempty v] (eo : o → ℝ) (ev : v → ℝ) :
    (∃ b j, deriv (deriv (energy eo ev (excitation b j))) 0 = 2 * minGap eo ev) ∧
    (∃ b j, deriv (deriv (energy eo ev (excitation b j))) 0 = 2 * maxGap eo ev) := by
  obtain ⟨p, hp⟩ := exists_eq_ciInf_of_finite (f := fun p : v × o => ev p.1 - eo p.2)
  obtain ⟨q, hq⟩ := exists_eq_ciSup_of_finite (f := fun p : v × o => ev p.1 - eo p.2)
  exact ⟨⟨p.1, p.2, (curvature_excitation eo ev _ _).trans (congrArg (2 * ·) hp)⟩,
    ⟨q.1, q.2, (curvature_excitation eo ev _ _).trans (congrArg (2 * ·) hq)⟩⟩
```

## Positive curvature and the ordering of levels

The curvature is positive for every nonzero \(X\) exactly when \(e_i<e_a\) for all pairs.

If the curvature is always positive, mixing the single pair \((a,i)\) gives \(2(e_a-e_i)>0\). Conversely, if every virtual level lies above every occupied one, all terms in the curvature sum are nonnegative, and a nonzero \(X\) has an entry whose term is strictly positive. The two branches of the proof follow these arguments.

An occupied and a virtual level that coincide give zero curvature for the rotation mixing them, and an inverted pair gives negative curvature.

```lean
/-- The curvature at `t = 0` is positive along every nonzero virtual-occupied rotation if and only
if every virtual level lies above every occupied level. -/
theorem curvature_pos_iff (eo : o → ℝ) (ev : v → ℝ) :
    (∀ X : Matrix v o ℝ, X ≠ 0 → 0 < deriv (deriv (energy eo ev X)) 0) ↔
      ∀ a i, eo i < ev a := by
  constructor
  · intro h a i
    have hne : excitation a i ≠ 0 := by
      intro h0
      have h1 := congrFun (congrFun h0 a) i
      simp [excitation] at h1
    have h2 := h _ hne
    rw [curvature_excitation] at h2
    linarith
  · intro h X hX
    obtain ⟨a, i, hai⟩ : ∃ a i, X a i ≠ 0 := by
      by_contra hc
      apply hX
      ext a i
      by_contra hne
      exact hc ⟨a, i, hne⟩
    rw [(energy_curvature eo ev X).deriv]
    -- every term is nonnegative and the one with `X a i ≠ 0` is positive
    have hnn : ∀ k c, 0 ≤ (ev c - eo k) * X c k ^ 2 := fun k c =>
      mul_nonneg (sub_nonneg.mpr (h c k).le) (sq_nonneg _)
    have hpos : 0 < (ev a - eo i) * X a i ^ 2 :=
      mul_pos (sub_pos.mpr (h a i)) (by positivity)
    refine mul_pos two_pos (Finset.sum_pos' (fun k _ => Finset.sum_nonneg fun c _ => hnn k c)
      ⟨i, Finset.mem_univ i, ?_⟩)
    exact Finset.sum_pos' (fun c _ => hnn i c) ⟨a, Finset.mem_univ a, hpos⟩

end

end CarParrinelloCurvature
```

```lean
#print axioms CarParrinelloCurvature.energy_stationary
#print axioms CarParrinelloCurvature.curvature_bounds
#print axioms CarParrinelloCurvature.curvature_bounds_sharp
#print axioms CarParrinelloCurvature.curvature_pos_iff
```

```
'CarParrinelloCurvature.energy_stationary' depends on axioms: [propext, Classical.choice, Quot.sound]
'CarParrinelloCurvature.curvature_bounds' depends on axioms: [propext, Classical.choice, Quot.sound]
'CarParrinelloCurvature.curvature_bounds_sharp' depends on axioms: [propext, Classical.choice, Quot.sound]
'CarParrinelloCurvature.curvature_pos_iff' depends on axioms: [propext, Classical.choice, Quot.sound]
```
